# The commutator of Lorentz generators is a complex cross product

For \(a,b\in\mathbb R^3\), let \(X(a,b)\) be the infinitesimal Lorentz transformation with boost vector \(a\) and rotation vector \(b\), acting on four-vectors (in units where the speed of light is 1) by
\[
X(a,b)\,(t,x)=(a\cdot x,\; t\,a+b\times x).
\]
Then
\[
[X(a,b),X(c,d)]=X(a\times d+b\times c,\; b\times d-a\times c).
\]
Put \(z=b+ia\), \(w=d+ic\), and write \(X(z)\) for \(X(a,b)\). The rule becomes \([X(z),X(w)]=X(z\times w)\), where the cross product on \(\mathbb C^3\) is complex-bilinear, without conjugation.

## Derivation from the action on four-vectors

Applying \(X(c,d)\) and then \(X(a,b)\) to \((t,x)\) gives
\[
\bigl(t\,a\cdot c+(a\times d)\cdot x,\;(c\cdot x)a+t\,b\times c+b\times(d\times x)\bigr),
\]
since \(a\cdot(d\times x)=(a\times d)\cdot x\). The opposite order gives
\[
\bigl(t\,a\cdot c+(c\times b)\cdot x,\;(a\cdot x)c+t\,d\times a+d\times(b\times x)\bigr).
\]
In the difference, the time component is \((a\times d+b\times c)\cdot x\), and the terms in \(t\) give \(t(a\times d+b\times c)\). Both identify the new boost vector. The remaining spatial terms follow from the triple-product and Jacobi identities:
\[
(c\cdot x)a-(a\cdot x)c=-(a\times c)\times x,\qquad
b\times(d\times x)-d\times(b\times x)=(b\times d)\times x.
\]
The new rotation vector is therefore \(b\times d-a\times c\). Expanding the complex product gives the same two vectors:
\[
(b+ia)\times(d+ic)=(b\times d-a\times c)+i(a\times d+b\times c).
\]

These generators are all the infinitesimal Lorentz transformations. With \(\eta=\mathrm{diag}(1,-1,-1,-1)\), requiring \(1+\varepsilon M\) to preserve \(\eta\) to first order in \(\varepsilon\) gives \(M^T\eta+\eta M=0\). In entries, the diagonal of \(M\) vanishes, the time-space entries are symmetric, and the spatial block is antisymmetric. The three symmetric pairs fix \(a\) and the three antisymmetric pairs fix \(b\), each uniquely.

For the trace, the time-time entry of \(X(a,b)X(c,d)\) is \(a\cdot c\), and its spatial block sends \(x\) to \((c\cdot x)a+d(b\cdot x)-(b\cdot d)x\). Hence
\[
\operatorname{tr}X(z)X(w)=a\cdot c+a\cdot c+b\cdot d-3\,b\cdot d=-2\operatorname{Re}(z\cdot w).
\]

## A rotation and two boosts in numbers

Take \(a=(1,0,0)\), \(b=(0,0,1)\), \(c=(0,1,0)\) and \(d=0\). Then \(z=(i,0,1)\), \(w=(0,i,0)\), and
\[
z\times w=(0\cdot0-1\cdot i,\;1\cdot0-i\cdot0,\;i\cdot i-0\cdot0)=(-i,0,-1)=-z.
\]
So \([X(z),X(w)]=-X(z)\). Direct multiplication agrees:
\[
X(z)=\begin{pmatrix}0&1&0&0\\1&0&-1&0\\0&1&0&0\\0&0&0&0\end{pmatrix},\qquad
[X(z),X(w)]=\begin{pmatrix}0&-1&0&0\\-1&0&1&0\\0&-1&0&0\\0&0&0&0\end{pmatrix}.
\]

## Real matrices with complex labels

The formal development works with explicit matrices.

```lean
import Mathlib

open Matrix

namespace LorentzComplexCross

noncomputable section
```

Vectors are functions on `Fin 3`, with components numbered 0, 1, 2. In the four-dimensional matrices, index 0 is time and indices 1, 2, 3 are space.

```lean
/-- The infinitesimal Lorentz transformation with boost vector `a` and rotation vector `b`,
in the coordinates `(t, x, y, z)`. -/
def generator (a b : Fin 3 → ℝ) : Matrix (Fin 4) (Fin 4) ℝ :=
  !![0, a 0, a 1, a 2;
     a 0, 0, -b 2, b 1;
     a 1, b 2, 0, -b 0;
     a 2, -b 1, b 0, 0]
```

The generators are real and carry no factor of \(i\), unlike the Hermitian rotation generators common in quantum mechanics.

```lean
/-- The generator labelled by a complex vector: the real part is the rotation vector and
the imaginary part is the boost vector. -/
def complexGenerator (z : Fin 3 → ℂ) : Matrix (Fin 4) (Fin 4) ℝ :=
  generator (fun i => (z i).im) (fun i => (z i).re)
```

The label is complex, but the matrix stays real. Multiplying the label by \(i\) exchanges the roles of the two vectors, with one change of sign, \(i(b+ia)=-a+ib\); it does not multiply the matrix by \(i\).

```lean
/-- The diagonal entries of the Minkowski metric, with signature `(+,-,-,-)`. -/
def metricSign : Fin 4 → ℝ := ![1, -1, -1, -1]
```

The metric itself is `diagonal metricSign`.

## The action and the real commutator

The next theorem ties the matrix to the formula for its action. In Lean, `*ᵥ` is matrix-vector multiplication, `⬝ᵥ` the dot product and `⨯₃` the cross product. The proof compares the four components.

```lean
/-- The generator sends the event `(t, x)` to `(a · x, t a + b × x)`. -/
theorem generator_mulVec (a b x : Fin 3 → ℝ) (t : ℝ) :
    generator a b *ᵥ ![t, x 0, x 1, x 2] =
      ![a ⬝ᵥ x, (t • a + b ⨯₃ x) 0, (t • a + b ⨯₃ x) 1, (t • a + b ⨯₃ x) 2] := by
  ext i
  fin_cases i <;>
    simp [generator, Matrix.mulVec, dotProduct, Fin.sum_univ_four, Fin.sum_univ_three,
      cross_apply] <;> ring
```

For the commutator, `ext` and `fin_cases` reduce the matrix equation to sixteen entries. After `simp` expands the products, `ring` settles the polynomial identities that remain, doing the work of the vector identities used by hand.

```lean
/-- The commutator of two Lorentz generators has boost vector `a × d + b × c` and
rotation vector `b × d - a × c`. -/
theorem generator_commutator (a b c d : Fin 3 → ℝ) :
    generator a b * generator c d - generator c d * generator a b =
      generator (a ⨯₃ d + b ⨯₃ c) (b ⨯₃ d - a ⨯₃ c) := by
  ext i j
  fin_cases i <;> fin_cases j <;>
    simp [generator, cross_apply] <;> ring
```

Setting both rotation vectors to zero leaves a pure rotation generator.

```lean
/-- The commutator of two pure boost generators is the rotation generator with
vector `-(a × c)`. -/
theorem boost_commutator (a c : Fin 3 → ℝ) :
    generator a 0 * generator c 0 - generator c 0 * generator a 0 =
      generator 0 (-(a ⨯₃ c)) := by
  rw [generator_commutator]
  simp
```

This is the infinitesimal source of Thomas precession, which enters the spin-orbit coupling of electrons; the theorem concerns only generators acting on four-vectors, not finite boosts or spinors.

## Passing to the complex cross product

First, the label \(b+ia\) is confirmed to give back `generator a b`.

```lean
/-- The complex vector `b + i a` labels the generator with boost vector `a` and
rotation vector `b`. -/
theorem complexGenerator_add_I_mul (a b : Fin 3 → ℝ) :
    complexGenerator (fun i => (b i : ℂ) + Complex.I * (a i : ℂ)) = generator a b := by
  simp [complexGenerator]
```

The complex commutator then follows the expansion by hand. The facts `him` and `hre` compute the imaginary and real parts of \(z\times w\), and rewriting with them matches the real commutator formula.

```lean
/-- In complex labels the commutator of Lorentz generators is the complex cross product. -/
theorem complexGenerator_commutator (z w : Fin 3 → ℂ) :
    complexGenerator z * complexGenerator w - complexGenerator w * complexGenerator z =
      complexGenerator (z ⨯₃ w) := by
  -- the imaginary part of the complex cross product is the boost part
  have him : (fun i => ((z ⨯₃ w) i).im) =
      (fun i => (z i).im) ⨯₃ (fun i => (w i).re) +
        (fun i => (z i).re) ⨯₃ (fun i => (w i).im) := by
    funext i
    fin_cases i <;> simp [cross_apply] <;> ring
  -- the real part is the rotation part
  have hre : (fun i => ((z ⨯₃ w) i).re) =
      (fun i => (z i).re) ⨯₃ (fun i => (w i).re) -
        (fun i => (z i).im) ⨯₃ (fun i => (w i).im) := by
    funext i
    fin_cases i <;> simp [cross_apply] <;> ring
  unfold complexGenerator
  rw [generator_commutator, him, hre]
```

## Every Lorentz generator has one label

The labelling respects addition and real scalars.

```lean
/-- The generator depends real-linearly on its complex label. -/
theorem complexGenerator_linear (r : ℝ) (z w : Fin 3 → ℂ) :
    complexGenerator (r • z + w) = r • complexGenerator z + complexGenerator w := by
  ext i j
  fin_cases i <;> fin_cases j <;> simp [complexGenerator, generator] <;> ring
```

It is also injective: six matrix entries recover the three imaginary and three real parts of the label.

```lean
/-- Different complex vectors label different generators. -/
theorem complexGenerator_injective : Function.Injective complexGenerator := by
  intro z w h
  have e : ∀ i j, complexGenerator z i j = complexGenerator w i j := fun i j => by rw [h]
  -- boost components sit in the first column, rotation components in the spatial block
  have i0 : (z 0).im = (w 0).im := by simpa [complexGenerator, generator] using e 1 0
  have i1 : (z 1).im = (w 1).im := by simpa [complexGenerator, generator] using e 2 0
  have i2 : (z 2).im = (w 2).im := by simpa [complexGenerator, generator] using e 3 0
  have r0 : (z 0).re = (w 0).re := by simpa [complexGenerator, generator] using e 3 2
  have r1 : (z 1).re = (w 1).re := by simpa [complexGenerator, generator] using e 1 3
  have r2 : (z 2).re = (w 2).re := by simpa [complexGenerator, generator] using e 2 1
  funext i
  fin_cases i
  exacts [Complex.ext r0 i0, Complex.ext r1 i1, Complex.ext r2 i2]
```

The following equivalence characterises the image. Its left side is the first-order metric condition; `∃!` on the right says that exactly one complex label exists.

```lean
/-- For a real matrix `M`, the matrix `1 + ε M` preserves the Minkowski metric to first order in `ε`
exactly when `M` is the generator of one and only one complex vector. -/
theorem mem_lorentzAlgebra_iff (M : Matrix (Fin 4) (Fin 4) ℝ) :
    Mᵀ * diagonal metricSign + diagonal metricSign * M = 0 ↔
      ∃! z : Fin 3 → ℂ, M = complexGenerator z := by
  constructor
  · intro h
    -- the metric condition, entry by entry
    have key : ∀ i j, M j i * metricSign j + metricSign i * M i j = 0 := by
      intro i j
      have hij := congrFun (congrFun h i) j
      simpa only [Matrix.add_apply, Matrix.mul_diagonal, Matrix.diagonal_mul,
        Matrix.transpose_apply, Matrix.zero_apply] using hij
    have hM : M = complexGenerator ![⟨M 3 2, M 1 0⟩, ⟨M 1 3, M 2 0⟩, ⟨M 2 1, M 3 0⟩] := by
      ext i j
      have hk := key i j
      fin_cases i <;> fin_cases j <;>
        simp [complexGenerator, generator, metricSign] at hk ⊢ <;> linarith
    exact ⟨_, hM, fun w hw => complexGenerator_injective (hw.symm.trans hM)⟩
  · rintro ⟨z, hz, -⟩
    have hz' : M = complexGenerator z := hz
    rw [hz']
    ext i j
    simp only [Matrix.add_apply, Matrix.mul_diagonal, Matrix.diagonal_mul,
      Matrix.transpose_apply, Matrix.zero_apply]
    fin_cases i <;> fin_cases j <;> simp [complexGenerator, generator, metricSign]
```

In the forward direction, `key` writes the metric condition entry by entry, and `hM` reads the label from the matrix: for example, component 0 has real part `M 3 2` and imaginary part `M 1 0`. Injectivity gives uniqueness. The converse checks the metric condition on each entry of a generator.

Together with linearity and the commutator formula, this identifies the real Lorentz Lie algebra with \(\mathbb C^3\), regarded as a real vector space under the cross product. The file states these properties as separate theorems and does not bundle them into a Lie-algebra isomorphism.

## Commuting generators and the trace form

Since only the zero label gives the zero matrix, the commutator vanishes exactly when \(z\times w=0\).

```lean
/-- Two Lorentz generators commute exactly when the complex cross product of their
labels vanishes. -/
theorem complexGenerator_commute_iff (z w : Fin 3 → ℂ) :
    complexGenerator z * complexGenerator w = complexGenerator w * complexGenerator z ↔
      z ⨯₃ w = 0 := by
  have h0 : complexGenerator 0 = 0 := by
    ext i j
    fin_cases i <;> fin_cases j <;> simp [complexGenerator, generator]
  rw [← sub_eq_zero, complexGenerator_commutator]
  constructor
  · intro h
    exact complexGenerator_injective (h.trans h0.symm)
  · intro h
    rw [h, h0]
```

A boost and a rotation about the same axis \(n\) are an example: their labels are \(in\) and \(n\), whose cross product is zero.

The trace formula uses the bilinear dot product, again without conjugation. For \(w=z\) it gives \(2(|a|^2-|b|^2)\), positive for a nonzero pure boost and negative for a nonzero pure rotation. The proof expands the trace into components and compares polynomials.

```lean
/-- The trace of the product of two generators is minus twice the real part of the
complex-bilinear dot product of their labels. -/
theorem trace_complexGenerator_mul (z w : Fin 3 → ℂ) :
    (complexGenerator z * complexGenerator w).trace = -2 * (z ⬝ᵥ w).re := by
  simp [complexGenerator, generator, Matrix.trace, dotProduct,
    Fin.sum_univ_four, Fin.sum_univ_three]
  ring

end

end LorentzComplexCross
```

```lean
#print axioms LorentzComplexCross.complexGenerator_linear
-- 'LorentzComplexCross.complexGenerator_linear' depends on axioms: [propext, Classical.choice, Quot.sound]
#print axioms LorentzComplexCross.mem_lorentzAlgebra_iff
-- 'LorentzComplexCross.mem_lorentzAlgebra_iff' depends on axioms: [propext, Classical.choice, Quot.sound]
#print axioms LorentzComplexCross.complexGenerator_commute_iff
-- 'LorentzComplexCross.complexGenerator_commute_iff' depends on axioms: [propext, Classical.choice, Quot.sound]
#print axioms LorentzComplexCross.trace_complexGenerator_mul
-- 'LorentzComplexCross.trace_complexGenerator_mul' depends on axioms: [propext, Classical.choice, Quot.sound]
```
